# The squared norm of a linear combination of two bond-bending vectors

Two bonds are given as nonzero vectors u and v in a real inner product space, at an angle θ with sin θ ≠ 0, and the bending vector of u against v is (cos θ u/‖u‖² − v/(‖u‖‖v‖))/sin θ. The lemma says that s times this vector plus t times the one with u and v exchanged has squared norm s²/‖u‖² + t²/‖v‖² − 2st cos θ/(‖u‖‖v‖), for any real s and t. The bonds need not have unit length; if they do, the value is s² + t² − 2st cos θ. The proof writes the squared norm as an inner product, expands it, puts cos θ‖u‖‖v‖ for the inner product of u and v, and cancels the common factor 1 − cos² θ against sin² θ.

The first attempt, which Lean rejects:

```lean
import Mathlib

open InnerProductGeometry

namespace BlueMoonMetric

noncomputable section

variable {ι V : Type*} [Fintype ι] [DecidableEq ι]
  [NormedAddCommGroup V] [InnerProductSpace ℝ V] [CompleteSpace V]

/-- The bending vector of bond `u` against bond `v`, for nonzero, noncollinear `u`, `v`. -/
def bend (u v : V) : V :=
  (Real.sin (angle u v))⁻¹ •
    ((Real.cos (angle u v) / ‖u‖ ^ 2) • u - (1 / (‖u‖ * ‖v‖)) • v)

omit [CompleteSpace V] in
/-- The squared norm of a combination of the two bending vectors, in terms of the
bond lengths and the angle. -/
theorem norm_sq_bend (u v : V) (s t : ℝ) (hu : u ≠ 0) (hv : v ≠ 0)
    (hsin : Real.sin (angle u v) ≠ 0) :
    ‖s • bend u v + t • bend v u‖ ^ 2 = s ^ 2 / ‖u‖ ^ 2 + t ^ 2 / ‖v‖ ^ 2
      - 2 * s * t * Real.cos (angle u v) / (‖u‖ * ‖v‖) := by
  have ha : ‖u‖ ≠ 0 := norm_ne_zero_iff.2 hu
  have hb : ‖v‖ ≠ 0 := norm_ne_zero_iff.2 hv
  have hc := (cos_angle_mul_norm_mul_norm u v).symm
  have hS : 1 - Real.cos (angle u v) ^ 2 = Real.sin (angle u v) ^ 2 := by
    linarith [Real.sin_sq_add_cos_sq (angle u v)]
  rw [← real_inner_self_eq_norm_sq]
  unfold bend
  rw [angle_comm v u]
  simp only [inner_add_left, inner_add_right, inner_sub_left, inner_sub_right,
    real_inner_smul_left, real_inner_smul_right, real_inner_self_eq_norm_sq]
  rw [real_inner_comm u v, hc]
  generalize Real.cos (angle u v) = c at *
  generalize Real.sin (angle u v) = S at *
  generalize ‖u‖ = a at *
  generalize ‖v‖ = b at *
  -- every term carries the factor 1 - cos², which cancels sin²
  calc _ = (1 - c ^ 2) / S ^ 2 * (s ^ 2 / a ^ 2 + t ^ 2 / b ^ 2 - 2 * s * t * c / (a * b)) := by
        field_simp
        ring
    _ = _ := by rw [hS, div_self (pow_ne_zero 2 hsin), one_mul]

end

end BlueMoonMetric
```

Compiling this gives:

```
Try this:
  [apply] ring_nf
  
  The `ring` tactic failed to close the goal. Use `ring_nf` to obtain a normal form.
    
  Note that `ring` works primarily in *commutative* rings. If you have a noncommutative ring, abelian group or module, consider using `noncomm_ring`, `abel` or `module` instead.
Main.lean:40:94: error: unsolved goals
V : Type u_2
inst✝¹ : NormedAddCommGroup V
inst✝ : InnerProductSpace ℝ V
u v : V
s t : ℝ
hu : u ≠ 0
hv : v ≠ 0
c S : ℝ
hsin : S ≠ 0
hS : 1 - c ^ 2 = S ^ 2
a : ℝ
ha : a ≠ 0
b : ℝ
hb : b ≠ 0
hc : inner ℝ u v = c * (a * b)
⊢ -(a * b * c * s * t * 2) + a * b * c ^ 3 * s * t * 2 +
        a ^ 2 * b ^ 2 * S ^ 2 * ‖s • S⁻¹ • ((c * a⁻¹ ^ 2) • u - (a⁻¹ * b⁻¹) • v)‖ ^ 2 +
      a ^ 2 * b ^ 2 * S ^ 2 * ‖t • S⁻¹ • ((c * b⁻¹ ^ 2) • v - (a⁻¹ * b⁻¹) • u)‖ ^ 2 =
    -(a * b * c * s * t * 2) + a * b * c ^ 3 * s * t * 2 - a ^ 2 * c ^ 2 * t ^ 2 + a ^ 2 * t ^ 2 -
        b ^ 2 * c ^ 2 * s ^ 2 +
      b ^ 2 * s ^ 2
```

Fix (accepted with no message):

```diff
@@ -16,6 +16,5 @@
 
 omit [CompleteSpace V] in
-/-- The squared norm of a combination of the two bending vectors, in terms of the
-bond lengths and the angle. -/
+/-- The squared norm of a combination of the two bending vectors. -/
 theorem norm_sq_bend (u v : V) (s t : ℝ) (hu : u ≠ 0) (hv : v ≠ 0)
     (hsin : Real.sin (angle u v) ≠ 0) :
@@ -31,5 +30,6 @@
   rw [angle_comm v u]
   simp only [inner_add_left, inner_add_right, inner_sub_left, inner_sub_right,
-    real_inner_smul_left, real_inner_smul_right, real_inner_self_eq_norm_sq]
+    real_inner_smul_left, real_inner_smul_right]
+  simp only [real_inner_self_eq_norm_sq]
   rw [real_inner_comm u v, hc]
   generalize Real.cos (angle u v) = c at *
```

What went wrong. The error is in the first step of the `calc`, where `ring` could not close the goal; the "Try this" message reports the same failure. The goal that is left still contains the squared norms of two whole vectors, `s • S⁻¹ • (…)` and `t • S⁻¹ • (…)`, which `ring` can only treat as unknowns.

They come from the `simp only` call, which had `real_inner_self_eq_norm_sq` in the same list as the expansion lemmas. Once the sum was split, each of the two diagonal terms was the inner product of a vector with itself, so that lemma turned it back into a squared norm before the scalars and the difference inside were expanded. The expansion lemmas act on inner products and could do nothing more there. The cross terms were expanded properly, and their contributions agree on the two sides.

The repair expands everything first and applies `real_inner_self_eq_norm_sq` in a second `simp only`, when the only self-products left are those of `u` and `v`. The shortened docstring is mere tidying.
